# Inside any core radius up to 6 Bohr, the hydrogen 3p norm is at most 256/729 of the 2p norm

The norm in the core is taken to be the integral of a radial density from 0 to a sharp radius \(R\). The density is the square of the normalised amplitude \(u(r)\), radius times radial wavefunction, so the volume factor \(r^2\) is already included and the density integrates to one over all radii. The atom is nonrelativistic hydrogen with one electron and a fixed point nucleus of unit charge, in Hartree atomic units.

```lean
import Mathlib

open Filter Topology

namespace HydrogenCoreNorm

noncomputable section
```

The unnormalised amplitudes are \(u_2=r^2e^{-r/2}\) for 2p and \(u_3=r^2(1-r/6)e^{-r/3}\) for 3p. The second has a node at \(r=6\).

```lean
/-- The 2p radial amplitude of hydrogen (radius times radial wavefunction), not normalised. -/
def amp2p (r : ℝ) : ℝ := r ^ 2 * Real.exp (-(r / 2))

/-- The 3p radial amplitude of hydrogen, not normalised. -/
def amp3p (r : ℝ) : ℝ := r ^ 2 * (1 - r / 6) * Real.exp (-(r / 3))
```

For angular momentum one, the radial Hamiltonian is
\[ Hu=-\tfrac12u''+\Big(\frac1{r^2}-\frac1r\Big)u, \]
with centrifugal term \(1/r^2\) and nuclear attraction \(-1/r\).

```lean
/-- The radial Hamiltonian of hydrogen for angular momentum one, in Hartree atomic units. -/
def radialHamiltonian (u : ℝ → ℝ) (r : ℝ) : ℝ :=
  -(1 / 2) * deriv (deriv u) r + (1 / r ^ 2 - 1 / r) * u r
```

The normalisation constants enter with the densities \(p_2=u_2^2/24\) and \(p_3=\tfrac{32}{2187}u_3^2\).

```lean
/-- The 2p radial density. -/
def density2p (r : ℝ) : ℝ := amp2p r ^ 2 / 24

/-- The 3p radial density. -/
def density3p (r : ℝ) : ℝ := 32 / 2187 * amp3p r ^ 2
```

The core norms are \(N_i(R)=\int_0^R p_i(r)\,dr\) for \(i=2,3\), written `coreNorm density2p R` and `coreNorm density3p R`.

```lean
/-- The norm that a radial density `p` holds inside the core radius `R`. -/
def coreNorm (p : ℝ → ℝ) (R : ℝ) : ℝ := ∫ r in (0 : ℝ)..R, p r
```

Amplitudes and antiderivatives all have the form \(q(x)e^{-bx}\), where \(q(x)=\sum_{k=0}^6c_kx^k\).

```lean
/-- A polynomial of degree at most six times the exponential `exp (-b x)`. -/
def sexticExp (c₀ c₁ c₂ c₃ c₄ c₅ c₆ b x : ℝ) : ℝ :=
  (c₀ + c₁ * x + c₂ * x ^ 2 + c₃ * x ^ 3 + c₄ * x ^ 4 + c₅ * x ^ 5 + c₆ * x ^ 6)
    * Real.exp (-b * x)
```

## (a) The derivative of a sextic times an exponential

**Task.** Differentiate \(q(x)e^{-bx}\) and give the new coefficients.

**Solution.** The product rule gives \((q'-bq)e^{-bx}\). The new coefficient of \(x^k\) is \((k+1)c_{k+1}-bc_k\), with \(c_7=0\). In Lean, `hp` differentiates the polynomial, `he` the exponential, and `fun_mul` combines them.

```lean
/-- The derivative of a sextic times an exponential is again of this form. -/
theorem hasDerivAt_sexticExp (c₀ c₁ c₂ c₃ c₄ c₅ c₆ b r : ℝ) :
    HasDerivAt (sexticExp c₀ c₁ c₂ c₃ c₄ c₅ c₆ b)
      (sexticExp (c₁ - b * c₀) (2 * c₂ - b * c₁) (3 * c₃ - b * c₂) (4 * c₄ - b * c₃)
        (5 * c₅ - b * c₄) (6 * c₆ - b * c₅) (-b * c₆) b r) r := by
  have hp : HasDerivAt (fun x : ℝ => c₀ + c₁ * x + c₂ * x ^ 2 + c₃ * x ^ 3 + c₄ * x ^ 4
      + c₅ * x ^ 5 + c₆ * x ^ 6)
      (c₁ + 2 * c₂ * r + 3 * c₃ * r ^ 2 + 4 * c₄ * r ^ 3 + 5 * c₅ * r ^ 4
        + 6 * c₆ * r ^ 5) r := by
    have h := ((((((hasDerivAt_const r c₀).fun_add
      ((hasDerivAt_id' r).const_mul c₁)).fun_add
      ((hasDerivAt_pow 2 r).const_mul c₂)).fun_add
      ((hasDerivAt_pow 3 r).const_mul c₃)).fun_add
      ((hasDerivAt_pow 4 r).const_mul c₄)).fun_add
      ((hasDerivAt_pow 5 r).const_mul c₅)).fun_add
      ((hasDerivAt_pow 6 r).const_mul c₆)
    refine h.congr_deriv ?_
    norm_num
    ring
  have he : HasDerivAt (fun x : ℝ => Real.exp (-b * x)) (Real.exp (-b * r) * (-b * 1)) r :=
    ((hasDerivAt_id' r).const_mul (-b)).exp
  have h := hp.fun_mul he
  exact h.congr_deriv (by simp only [sexticExp]; ring)
```

## (b) The limit at infinity

**Task.** Show that \(q(x)e^{-bx}\to0\) as \(x\to\infty\) when \(b>0\).

**Solution.** Write \(x^ne^{-bx}=b^{-n}(bx)^ne^{-bx}\). Since \(y^ne^{-y}\to0\), each monomial term vanishes, and so does their finite sum. The monomial limit is `d` in the proof.

```lean
/-- A sextic times a decaying exponential vanishes at infinity. -/
theorem tendsto_sexticExp (c₀ c₁ c₂ c₃ c₄ c₅ c₆ : ℝ) {b : ℝ} (hb : 0 < b) :
    Tendsto (sexticExp c₀ c₁ c₂ c₃ c₄ c₅ c₆ b) atTop (𝓝 0) := by
  -- each monomial is beaten by the exponential
  have d : ∀ n : ℕ, Tendsto (fun r : ℝ => r ^ n * Real.exp (-b * r)) atTop (𝓝 0) := by
    intro n
    have h := ((Real.tendsto_pow_mul_exp_neg_atTop_nhds_zero n).comp
      (tendsto_id.const_mul_atTop hb)).const_mul ((b ^ n)⁻¹)
    rw [mul_zero] at h
    refine h.congr fun r => ?_
    have hn : b ^ n ≠ 0 := by positivity
    show (b ^ n)⁻¹ * ((b * r) ^ n * Real.exp (-(b * r))) = r ^ n * Real.exp (-b * r)
    rw [mul_pow, mul_assoc (b ^ n), inv_mul_cancel_left₀ hn, neg_mul]
  have h := ((((((d 0).const_mul c₀).add ((d 1).const_mul c₁)).add
    ((d 2).const_mul c₂)).add ((d 3).const_mul c₃)).add ((d 4).const_mul c₄)).add
    ((d 5).const_mul c₅) |>.add ((d 6).const_mul c₆)
  simp only [mul_zero, add_zero] at h
  refine h.congr fun x => ?_
  simp only [sexticExp]
  ring
```

## (c) Energies −1/8 and −1/18 Hartree

**Task.** Show that \(u_2\) and \(u_3\) solve the radial Schrödinger equation for \(r>0\).

**Solution.** For 2p, \(u_2''=(2-2r+r^2/4)e^{-r/2}\), so
\[ Hu_2=\Big(-1+r-\frac{r^2}8+1-r\Big)e^{-r/2}=-\tfrac18u_2. \]
For 3p, \(u_3''=(2-\tfrac73r+\tfrac49r^2-\tfrac1{54}r^3)e^{-r/3}\), so
\[ Hu_3=\Big(-1+\tfrac76r-\tfrac29r^2+\tfrac1{108}r^3+1-\tfrac76r+\tfrac16r^2\Big)e^{-r/3}=-\tfrac1{18}u_3. \]
The proof writes both amplitudes as `sexticExp` and applies (a) twice. The common exponential then becomes a symbol `E`, and `field_simp` and `ring` check the remaining algebra.

```lean
/-- The 2p and 3p amplitudes solve the radial Schrödinger equation of hydrogen with energies -1/8
and -1/18 Hartree at every positive radius. -/
theorem radial_schrodinger {r : ℝ} (hr : 0 < r) :
    radialHamiltonian amp2p r = -(1 / 8) * amp2p r ∧
      radialHamiltonian amp3p r = -(1 / 18) * amp3p r := by
  have hr0 : r ≠ 0 := hr.ne'
  have d : ∀ c₀ c₁ c₂ c₃ c₄ c₅ c₆ b : ℝ, deriv (sexticExp c₀ c₁ c₂ c₃ c₄ c₅ c₆ b) =
      sexticExp (c₁ - b * c₀) (2 * c₂ - b * c₁) (3 * c₃ - b * c₂) (4 * c₄ - b * c₃)
        (5 * c₅ - b * c₄) (6 * c₆ - b * c₅) (-b * c₆) b :=
    fun _ _ _ _ _ _ _ _ => funext fun x => (hasDerivAt_sexticExp _ _ _ _ _ _ _ _ x).deriv
  have e2 : amp2p = sexticExp 0 0 1 0 0 0 0 (1 / 2) := by
    funext x
    simp only [amp2p, sexticExp]
    rw [show -(x / 2) = -(1 / 2) * x by ring]
    ring
  have e3 : amp3p = sexticExp 0 0 1 (-1 / 6) 0 0 0 (1 / 3) := by
    funext x
    simp only [amp3p, sexticExp]
    rw [show -(x / 3) = -(1 / 3) * x by ring]
    ring
  constructor
  · rw [radialHamiltonian, e2, d, d]
    simp only [sexticExp]
    generalize Real.exp (-(1 / 2) * r) = E
    field_simp
    ring
  · rw [radialHamiltonian, e3, d, d]
    simp only [sexticExp]
    generalize Real.exp (-(1 / 3) * r) = E
    field_simp
    ring
```

## (d) The densities written out

**Task.** Expand the squares in \(p_2\) and \(p_3\).

**Solution.** Squaring doubles the exponents:
\[ p_2=\frac{r^4e^{-r}}{24},\qquad p_3=\frac{32}{2187}\,r^4\Big(1-\frac r6\Big)^2e^{-2r/3}. \]

```lean
/-- The explicit 2p and 3p radial densities. -/
theorem density_explicit (r : ℝ) :
    density2p r = r ^ 4 * Real.exp (-r) / 24 ∧
      density3p r = 32 / 2187 * r ^ 4 * (1 - r / 6) ^ 2 * Real.exp (-(2 * r / 3)) := by
  constructor
  · rw [density2p, amp2p, show -r = -(r / 2) + -(r / 2) by ring, Real.exp_add]
    ring
  · rw [density3p, amp3p, show -(2 * r / 3) = -(r / 3) + -(r / 3) by ring, Real.exp_add]
    ring
```

## (e) Both densities integrate to one

**Task.** Integrate \(p_2\) and \(p_3\) over \(r>0\).

**Solution.** Antiderivatives are
\[ F_2=-\Big(1+r+\frac{r^2}2+\frac{r^3}6+\frac{r^4}{24}\Big)e^{-r}, \]
\[ F_3=\Big(-1-\frac{2r}3-\frac{2r^2}9-\frac{4r^3}{81}-\frac{2r^4}{243}+\frac{4r^5}{2187}-\frac{4r^6}{6561}\Big)e^{-2r/3}. \]
By (a), their derivatives are \(p_2\) and \(p_3\): for \(F_3\) the coefficients up to \(r^3\) cancel, and those of \(r^4,r^5,r^6\) are \(\tfrac{32}{2187}\) times \(1,-\tfrac13,\tfrac1{36}\). Both functions equal \(-1\) at zero and vanish at infinity by (b), so each integral is \(0-(-1)=1\). The Lean proof uses the fundamental theorem on a half-line for nonnegative integrands.

```lean
/-- Both radial densities integrate to one over all radii. -/
theorem density_normalised :
    ∫ r in Set.Ioi (0 : ℝ), density2p r = 1 ∧ ∫ r in Set.Ioi (0 : ℝ), density3p r = 1 := by
  constructor
  · have h := MeasureTheory.integral_Ioi_of_hasDerivAt_of_nonneg' (a := (0 : ℝ))
      (g' := density2p)
      (fun x _ => (hasDerivAt_sexticExp (-1) (-1) (-1 / 2) (-1 / 6) (-1 / 24) 0 0 1 x).congr_deriv
        (by
          rw [(density_explicit x).1, sexticExp, show -x = -1 * x by ring]
          ring))
      (fun x _ => by unfold density2p; positivity)
      (tendsto_sexticExp _ _ _ _ _ _ _ one_pos)
    rw [h]
    norm_num [sexticExp]
  · have h := MeasureTheory.integral_Ioi_of_hasDerivAt_of_nonneg' (a := (0 : ℝ))
      (g' := density3p)
      (fun x _ => (hasDerivAt_sexticExp (-1) (-2 / 3) (-2 / 9) (-4 / 81) (-2 / 243) (4 / 2187)
        (-4 / 6561) (2 / 3) x).congr_deriv
        (by
          rw [(density_explicit x).2, sexticExp, show -(2 * x / 3) = -(2 / 3) * x by ring]
          ring))
      (fun x _ => by unfold density3p; positivity)
      (tendsto_sexticExp _ _ _ _ _ _ _ (by norm_num))
    rw [h]
    norm_num [sexticExp]
```

## (f) The 3p density as a multiple of the 2p density

**Task.** Factor \(p_2\) out of \(p_3\).

**Solution.** Since \(e^{-r/3}=e^{r/6}e^{-r/2}\), we have \(u_3=g\,u_2\) with \(g(r)=(1-r/6)e^{r/6}\). The constants give \(24\cdot\tfrac{32}{2187}=\tfrac{256}{729}\), hence
\[ p_3=\tfrac{256}{729}\,g^2p_2. \]

```lean
/-- The 3p density is the 2p density times an explicit factor that vanishes at `r = 6`. -/
theorem density_ratio (r : ℝ) :
    density3p r = 256 / 729 * ((1 - r / 6) * Real.exp (r / 6)) ^ 2 * density2p r := by
  rw [density3p, density2p, amp3p, amp2p, show -(r / 3) = r / 6 + -(r / 2) by ring,
    Real.exp_add]
  ring
```

## (g) Continuity of the densities

**Task.** Show that both densities are continuous.

**Solution.** They are products of polynomials and exponentials. Continuity makes them integrable on \([0,R]\), which the comparisons below require.

```lean
/-- Both radial densities are continuous. -/
theorem density_continuous : Continuous density2p ∧ Continuous density3p := by
  constructor
  · unfold density2p amp2p
    fun_prop
  · unfold density3p amp3p
    fun_prop
```

## (h) The upper bound on the 3p core norm

**Task.** For \(0\le R\le6\), show \(N_3(R)\le\tfrac{256}{729}N_2(R)\).

**Solution.** On \([0,R]\) we have \(1-r/6\ge0\), and \(1-x\le e^{-x}\) with \(x=r/6\) gives \(g\le1\). Thus \(0\le g^2\le1\), so \(p_3\le\tfrac{256}{729}p_2\) pointwise; integrate. In Lean, `h1` is \(g\le1\), `h2` its square, and `integral_mono_on` the integration.

```lean
/-- For core radii up to 6 Bohr, the 3p norm inside the core is at most 256/729 times the
2p norm inside the core. -/
theorem coreNorm_3p_le {R : ℝ} (h0 : 0 ≤ R) (h6 : R ≤ 6) :
    coreNorm density3p R ≤ 256 / 729 * coreNorm density2p R := by
  unfold coreNorm
  rw [← intervalIntegral.integral_const_mul]
  refine intervalIntegral.integral_mono_on h0 (density_continuous.2.intervalIntegrable _ _)
    ((continuous_const.mul density_continuous.1).intervalIntegrable _ _) fun r hr => ?_
  have hx : 0 ≤ 1 - r / 6 := by linarith [hr.2]
  -- the inequality 1 - x ≤ exp (-x) bounds the factor by one
  have h1 : (1 - r / 6) * Real.exp (r / 6) ≤ 1 := by
    calc (1 - r / 6) * Real.exp (r / 6) ≤ Real.exp (-(r / 6)) * Real.exp (r / 6) :=
          mul_le_mul_of_nonneg_right (by linarith [Real.add_one_le_exp (-(r / 6))])
            (Real.exp_pos _).le
      _ = 1 := by rw [← Real.exp_add, neg_add_cancel, Real.exp_zero]
  have h2 := pow_le_one₀ (n := 2) (mul_nonneg hx (Real.exp_pos (r / 6)).le) h1
  have hd : 0 ≤ density2p r := by unfold density2p; positivity
  rw [density_ratio]
  have h3 := mul_le_mul_of_nonneg_right h2 hd
  linarith
```

The same argument compares 2s with 1s. Their densities satisfy \(p_{2s}=\tfrac18\big((1-r/2)e^{r/2}\big)^2p_{1s}\), so for \(0\le R\le2\) the 2s core norm is at most one eighth of the 1s core norm.

## (i) The lower bound on the 3p core norm

**Task.** For \(0\le R\le6\), show \(N_3(R)\ge\tfrac{256}{729}(1-R^2/36)^2N_2(R)\).

**Solution.** From \(e^{r/6}\ge1+r/6\),
\[ g(r)\ge\Big(1-\frac r6\Big)\Big(1+\frac r6\Big)=1-\frac{r^2}{36}\ge1-\frac{R^2}{36}\ge0. \]
Square, multiply by \(\tfrac{256}{729}p_2\), and integrate. In Lean, `h1` is \(g(r)\ge1-R^2/36\), and `hR` is \(1-R^2/36\ge0\), which is needed for squaring.

```lean
/-- For core radii up to 6 Bohr, the 3p norm inside the core is at least
256/729 (1 - R²/36)² times the 2p norm inside the core. -/
theorem le_coreNorm_3p {R : ℝ} (h0 : 0 ≤ R) (h6 : R ≤ 6) :
    256 / 729 * (1 - R ^ 2 / 36) ^ 2 * coreNorm density2p R ≤ coreNorm density3p R := by
  unfold coreNorm
  rw [← intervalIntegral.integral_const_mul]
  refine intervalIntegral.integral_mono_on h0
    ((continuous_const.mul density_continuous.1).intervalIntegrable _ _)
    (density_continuous.2.intervalIntegrable _ _) fun r hr => ?_
  have hx : 0 ≤ 1 - r / 6 := by linarith [hr.2]
  have hR : 0 ≤ 1 - R ^ 2 / 36 := by nlinarith
  -- the inequality 1 + x ≤ exp x bounds the factor from below
  have h1 : 1 - R ^ 2 / 36 ≤ (1 - r / 6) * Real.exp (r / 6) := by
    have h := mul_le_mul_of_nonneg_left (Real.add_one_le_exp (r / 6)) hx
    have hs := pow_le_pow_left₀ hr.1 hr.2 2
    linarith
  have h2 := pow_le_pow_left₀ hR h1 2
  have hd : 0 ≤ density2p r := by unfold density2p; positivity
  rw [density_ratio]
  have h3 := mul_le_mul_of_nonneg_right h2 hd
  linarith
```

## (j) The ratio for a shrinking core

**Task.** Find the limit of \(N_3(R)/N_2(R)\) as \(R\to0^+\).

**Solution.** For \(R>0\), \(N_2(R)>0\), because \(p_2>0\) on \((0,R)\). For \(0<R\le6\), dividing (h) and (i) by it gives
\[ \tfrac{256}{729}\Big(1-\frac{R^2}{36}\Big)^2\le\frac{N_3(R)}{N_2(R)}\le\tfrac{256}{729}, \]
and the squeeze gives \(\tfrac{256}{729}\approx0.351\). No smaller constant can therefore serve in (h) for all \(R\) up to 6. In Lean, `𝓝[>] 0` means approach from the right, and `hpos` supplies the positive denominator.

```lean
/-- As the core radius shrinks to zero, the ratio of the 3p to the 2p core norm tends
to 256/729. -/
theorem coreNorm_ratio_tendsto :
    Tendsto (fun R => coreNorm density3p R / coreNorm density2p R) (𝓝[>] 0)
      (𝓝 (256 / 729)) := by
  have hpos : ∀ R : ℝ, 0 < R → 0 < coreNorm density2p R := fun R hR =>
    intervalIntegral.intervalIntegral_pos_of_pos_on
      (density_continuous.1.intervalIntegrable _ _)
      (fun r hr => by
        have h : 0 < r := hr.1
        unfold density2p amp2p
        positivity) hR
  have hc : Continuous (fun R : ℝ => 256 / 729 * (1 - R ^ 2 / 36) ^ 2) := by fun_prop
  have hl : Tendsto (fun R : ℝ => 256 / 729 * (1 - R ^ 2 / 36) ^ 2) (𝓝[>] 0)
      (𝓝 (256 / 729)) :=
    (hc.tendsto' 0 _ (by norm_num)).mono_left nhdsWithin_le_nhds
  -- squeeze between the two bounds
  refine tendsto_of_tendsto_of_tendsto_of_le_of_le' hl tendsto_const_nhds ?_ ?_
  · filter_upwards [Ioo_mem_nhdsGT (show (0 : ℝ) < 6 by norm_num)] with R hR
    exact (le_div_iff₀ (hpos R hR.1)).2 (le_coreNorm_3p hR.1.le hR.2.le)
  · filter_upwards [Ioo_mem_nhdsGT (show (0 : ℝ) < 6 by norm_num)] with R hR
    exact (div_le_iff₀ (hpos R hR.1)).2 (coreNorm_3p_le hR.1.le hR.2.le)

end

end HydrogenCoreNorm
```
```lean
#print axioms HydrogenCoreNorm.radial_schrodinger
#print axioms HydrogenCoreNorm.density_normalised
#print axioms HydrogenCoreNorm.coreNorm_3p_le
#print axioms HydrogenCoreNorm.coreNorm_ratio_tendsto
```

```
'HydrogenCoreNorm.radial_schrodinger' depends on axioms: [propext, Classical.choice, Quot.sound]
'HydrogenCoreNorm.density_normalised' depends on axioms: [propext, Classical.choice, Quot.sound]
'HydrogenCoreNorm.coreNorm_3p_le' depends on axioms: [propext, Classical.choice, Quot.sound]
'HydrogenCoreNorm.coreNorm_ratio_tendsto' depends on axioms: [propext, Classical.choice, Quot.sound]
```

## Core norms in pseudopotential generation

A norm-conserving pseudo-orbital must carry the same norm inside \(R\) as the all-electron orbital, and it equals that orbital outside \(R\). A 3p pseudo-orbital without radial nodes therefore needs \(R>6\) here, beyond the range of the bounds in (h) and (i). Those bounds compare the norms of the hydrogen orbitals themselves: for \(0<R\le6\), 3p holds less norm in the core than 2p. The theorems contain no screening, core electrons or pseudo-orbitals. For small \(R\) the ratio of the core norms approaches the ratio of the leading \(r^4\) coefficients of the two normalised densities, \(\tfrac{32}{2187}\) and \(\tfrac1{24}\).

Pseudopotential generators commonly evaluate such core integrals by quadrature on a radial grid. An ultrasoft scheme lets the pseudo-orbital's norm differ from the all-electron one and restores the missing charge through augmentation functions.
